# Confining an orbital on an infinite hopping chain: minimum energy and algebraic error

An electronic-structure code that confines each orbital to a localization region needs a size for that region. If the size is chosen on the assumption that the error falls exponentially, an extended state can end up with a much larger energy error than intended. The parts below find the smallest possible energy error, measured from the bottom of the band, for one non-interacting electron on an infinite one-dimensional chain, where it falls only as a power of the region size. Passing from this one-orbital minimum to the total energy of many occupied orbitals, optimized together, is a further step that the theorems do not take.

## The chain and its confined orbitals

The electron hops between neighbouring sites with matrix element −t, and the on-site energy is zero. An orbital ψ assigns a complex amplitude to each integer site n, and the Hamiltonian H acts on it by

(Hψ)(n) = −t [ψ(n+1) + ψ(n−1)].

```lean
import Mathlib

open Real

namespace LocalizationRegion

noncomputable section

/-- The hopping Hamiltonian of the infinite chain, with amplitude `-t` between neighbours. -/
def hamiltonian (t : ℝ) (ψ : ℤ → ℂ) (n : ℤ) : ℂ := -(t : ℂ) * (ψ (n + 1) + ψ (n - 1))
```

Let E[ψ] = Σₙ Re(ψ(n)* (Hψ)(n)), written `energy` in the code, where `star` is complex conjugation. For a normalized orbital this is the energy expectation value. The code's `weight` is the squared norm W[ψ] = Σₙ |ψ(n)|², so a normalized orbital has W = 1.

```lean
/-- The quadratic form `⟨ψ|H|ψ⟩`, summed over the chain and used for orbitals of finite extent; for
a normalized orbital it is the energy expectation value. -/
def energy (t : ℝ) (ψ : ℤ → ℂ) : ℝ := ∑' n, (star (ψ n) * hamiltonian t ψ n).re

/-- The squared norm of an orbital, used for orbitals of finite extent. -/
def weight (ψ : ℤ → ℂ) : ℝ := ∑' n, ‖ψ n‖ ^ 2
```

Confinement restricts the orbital, not the chain: ψ vanishes outside the L sites a+1, …, a+L. The set `confinedEnergies` collects the energies of all such orbitals with W = 1.

```lean
/-- The orbital vanishes outside the `L` consecutive sites `a + 1, …, a + L`. -/
def Confined (a : ℤ) (L : ℕ) (ψ : ℤ → ℂ) : Prop :=
  ∀ n, n ∉ Finset.Icc (a + 1) (a + L) → ψ n = 0

/-- The energies of all normalized orbitals confined to the sites `a + 1, …, a + L`. -/
def confinedEnergies (t : ℝ) (a : ℤ) (L : ℕ) : Set ℝ :=
  {E | ∃ ψ, Confined a L ψ ∧ weight ψ = 1 ∧ energy t ψ = E}
```

Write θ = π/(L+1) and s(n) = sin((n−a)θ) for the `envelope`. The trial orbital `standingWave` is φ(n) = A s(n) on the region and zero elsewhere, with real amplitude A.

```lean
/-- The sine with nodes at the sites `a` and `a + L + 1`. -/
def envelope (a : ℤ) (L : ℕ) (n : ℤ) : ℝ := sin (((n : ℝ) - a) * (π / (L + 1)))

/-- The sine envelope of amplitude `A`, cut off outside the localization region. -/
def standingWave (a : ℤ) (L : ℕ) (A : ℝ) (n : ℤ) : ℂ :=
  if n ∈ Finset.Icc (a + 1) (a + L) then ((A * envelope a L n : ℝ) : ℂ) else 0
```

## (a) Neighbouring values of the sine

Show that the envelope satisfies, at every site,

s(n+1) + s(n−1) = 2 cos θ · s(n).

Put α = (n−a)θ. The left side is sin(α+θ) + sin(α−θ). In the addition formulas the cos α sin θ terms cancel, leaving 2 sin α cos θ. Lean does the same with `sin_add` and `sin_sub`.

```lean
/-- The two neighbours of a site carry together `2 cos(π/(L+1))` times its envelope value. -/
theorem envelope_rec (a : ℤ) (L : ℕ) (n : ℤ) :
    envelope a L (n + 1) + envelope a L (n - 1) = 2 * cos (π / (L + 1)) * envelope a L n := by
  unfold envelope
  have h1 : (((n + 1 : ℤ) : ℝ) - a) * (π / (L + 1))
      = ((n : ℝ) - a) * (π / (L + 1)) + π / (L + 1) := by push_cast; ring
  have h2 : (((n - 1 : ℤ) : ℝ) - a) * (π / (L + 1))
      = ((n : ℝ) - a) * (π / (L + 1)) - π / (L + 1) := by push_cast; ring
  rw [h1, h2, sin_add, sin_sub]
  ring
```

## (b) Signs on the region

Show that for a+1 ≤ n ≤ a+L

s(n) > 0, s(n+1) ≥ 0, s(n−1) ≥ 0.

The angle (n−a)θ lies between θ and Lθ = π − θ, strictly inside (0, π). Moving one site changes it by θ, so the neighbours' angles stay in [0, π].

```lean
/-- The envelope is positive on the region and nonnegative on all neighbours of its sites. -/
theorem envelope_pos {a : ℤ} {L : ℕ} {n : ℤ} (h : n ∈ Finset.Icc (a + 1) (a + L)) :
    0 < envelope a L n ∧ 0 ≤ envelope a L (n + 1) ∧ 0 ≤ envelope a L (n - 1) := by
  rw [Finset.mem_Icc] at h
  have hθ : 0 < π / ((L : ℝ) + 1) := by positivity
  have hπ : ((L : ℝ) + 1) * (π / (L + 1)) = π := by field_simp
  have key : ∀ m : ℤ, a ≤ m → m ≤ a + L + 1 → 0 ≤ envelope a L m := by
    intro m h1 h2
    have h1' : (a : ℝ) ≤ m := by exact_mod_cast h1
    have h2' : (m : ℝ) ≤ a + L + 1 := by exact_mod_cast h2
    apply sin_nonneg_of_nonneg_of_le_pi
    · exact mul_nonneg (by linarith) hθ.le
    · have := mul_le_mul_of_nonneg_right (show (m : ℝ) - a ≤ L + 1 by linarith) hθ.le
      linarith
  refine ⟨?_, key _ (by omega) (by omega), key _ (by omega) (by omega)⟩
  have h1' : (a : ℝ) + 1 ≤ n := by exact_mod_cast h.1
  have h2' : (n : ℝ) ≤ a + L := by exact_mod_cast h.2
  apply sin_pos_of_pos_of_lt_pi
  · exact mul_pos (by linarith) hθ
  · have := mul_lt_mul_of_pos_right (show (n : ℝ) - a < L + 1 by linarith) hθ
    linarith
```

## (c) A weighted bound for one bond

Let u, v be complex amplitudes and x, y real weights. If u ≠ 0, assume x > 0 and y ≥ 0; if v ≠ 0, assume y > 0 and x ≥ 0. Show that

2 Re(u*v) ≤ (y/x)|u|² + (x/y)|v|².

If both amplitudes are nonzero, the right side minus the left is |yu − xv|²/(xy) ≥ 0. If one vanishes, the left side is zero and the right side is nonnegative; a ratio with zero denominator then only multiplies a zero amplitude.

```lean
/-- Twice the real part of `u* v` is at most `(y/x)|u|² + (x/y)|v|²`, if at each occupied end the
local weight is positive and the weight at the other end nonnegative. -/
theorem bond_le {u v : ℂ} {x y : ℝ} (hu : u ≠ 0 → 0 < x ∧ 0 ≤ y) (hv : v ≠ 0 → 0 < y ∧ 0 ≤ x) :
    2 * (star u * v).re ≤ y / x * ‖u‖ ^ 2 + x / y * ‖v‖ ^ 2 := by
  by_cases h0 : u = 0
  · by_cases h1 : v = 0
    · simp [h0, h1]
    · have h := mul_nonneg (div_nonneg (hv h1).2 (hv h1).1.le) (sq_nonneg ‖v‖)
      simpa [h0] using h
  · by_cases h1 : v = 0
    · have h := mul_nonneg (div_nonneg (hu h0).2 (hu h0).1.le) (sq_nonneg ‖u‖)
      simpa [h1] using h
    · have hx := (hu h0).1
      have hy := (hv h1).1
      simp only [Complex.sq_norm, Complex.normSq_apply, Complex.star_def, Complex.mul_re,
        Complex.conj_re, Complex.conj_im]
      -- the difference of the two sides is a sum of squares
      have e : y / x * (u.re * u.re + u.im * u.im) + x / y * (v.re * v.re + v.im * v.im)
          - 2 * (u.re * v.re - -u.im * v.im)
          = ((y * u.re - x * v.re) ^ 2 + (y * u.im - x * v.im) ^ 2) / (x * y) := by
        field_simp
        ring
      have p : 0 ≤ ((y * u.re - x * v.re) ^ 2 + (y * u.im - x * v.im) ^ 2) / (x * y) := by
        positivity
      linarith
```

## (d) Convergence of the lattice sums

Let ψ be confined and let f be a real function on the sites that vanishes wherever ψ does. Show that

Σₙ f(n) converges.

At most L terms are nonzero.

```lean
/-- A lattice sum converges if its terms vanish wherever a confined orbital vanishes. -/
theorem Confined.summable {a : ℤ} {L : ℕ} {ψ : ℤ → ℂ} (hψ : Confined a L ψ) {f : ℤ → ℝ}
    (hf : ∀ n, ψ n = 0 → f n = 0) : Summable f :=
  (hasSum_sum_of_ne_finset_zero (s := Finset.Icc (a + 1) (a + L))
    (fun n hn => hf n (hψ n hn))).summable
```

## (e) A lower bound for every confined orbital

For t > 0, show that every confined ψ, normalized or not, satisfies

E[ψ] ≥ −2t cos θ · W[ψ].

Define F(n) = [s(n−1)/s(n)] |ψ(n)|² and G(n) = [s(n+1)/s(n)] |ψ(n)|², both zero where ψ(n) = 0. By (c), with envelope values as weights,

2 Re(ψ(n)*ψ(n+1)) ≤ G(n) + F(n+1),
2 Re(ψ(n)*ψ(n−1)) ≤ F(n) + G(n−1).

Adding these and multiplying by −t/2 gives

Re(ψ(n)*(Hψ)(n)) ≥ −(t/2)[F(n) + G(n) + F(n+1) + G(n−1)].

Now sum over n. Shifting the index leaves the sums of F and G unchanged, and by (a) they add up to 2 cos θ · W. The right side becomes −(t/2) · 4 cos θ · W, as required.

In Lean, `b1` and `b2` are the two bond bounds, `hFG` uses the recurrence, `h1` and `h2` are the shifts, and `hasSum_le` sums the pointwise inequality.

```lean
/-- For `t > 0`, every orbital confined to `L` consecutive sites, normalized or not, has `⟨ψ|H|ψ⟩`
at least `-2t cos(π/(L+1))` times its squared norm. -/
theorem confined_energy_ge {t : ℝ} (ht : 0 < t) {a : ℤ} {L : ℕ} {ψ : ℤ → ℂ}
    (hψ : Confined a L ψ) : -2 * t * cos (π / (L + 1)) * weight ψ ≤ energy t ψ := by
  have hs : ∀ n, ψ n ≠ 0 →
      0 < envelope a L n ∧ 0 ≤ envelope a L (n + 1) ∧ 0 ≤ envelope a L (n - 1) :=
    fun n h => envelope_pos (by by_contra hn; exact h (hψ n hn))
  obtain ⟨F, hF⟩ : ∃ F : ℤ → ℝ, ∀ n, F n = envelope a L (n - 1) / envelope a L n * ‖ψ n‖ ^ 2 :=
    ⟨_, fun _ => rfl⟩
  obtain ⟨G, hG⟩ : ∃ G : ℤ → ℝ, ∀ n, G n = envelope a L (n + 1) / envelope a L n * ‖ψ n‖ ^ 2 :=
    ⟨_, fun _ => rfl⟩
  have sF : Summable F := hψ.summable (fun n h => by rw [hF, h]; simp)
  have sG : Summable G := hψ.summable (fun n h => by rw [hG, h]; simp)
  have sE : Summable (fun n => (star (ψ n) * hamiltonian t ψ n).re) :=
    hψ.summable (fun n h => by simp [h])
  -- the recurrence adds the two weights of each site
  have hFG : (∑' n, F n) + ∑' n, G n = 2 * cos (π / (L + 1)) * weight ψ := by
    rw [← sF.tsum_add sG, weight, ← tsum_mul_left]
    refine tsum_congr (fun n => ?_)
    rw [hF, hG]
    by_cases h : ψ n = 0
    · simp [h]
    · have hne := (hs n h).1.ne'
      rw [← add_mul, ← add_div, add_comm (envelope a L (n - 1)), envelope_rec,
        mul_div_assoc, div_self hne, mul_one]
  have h1 : HasSum (fun n => F (n + 1)) (∑' n, F n) :=
    (Equiv.addRight (1 : ℤ)).hasSum_iff.mpr sF.hasSum
  have h2 : HasSum (fun n => G (n - 1)) (∑' n, G n) :=
    (Equiv.subRight (1 : ℤ)).hasSum_iff.mpr sG.hasSum
  have hlow := ((sF.hasSum.add sG.hasSum).add (h1.add h2)).mul_left (-(t / 2))
  have hpt : ∀ n, -(t / 2) * ((F n + G n) + (F (n + 1) + G (n - 1)))
      ≤ (star (ψ n) * hamiltonian t ψ n).re := by
    intro n
    have b1 : 2 * (star (ψ n) * ψ (n + 1)).re ≤ G n + F (n + 1) := by
      rw [hG, hF, add_sub_cancel_right]
      exact bond_le (fun h => ⟨(hs _ h).1, (hs _ h).2.1⟩)
        (fun h => ⟨(hs _ h).1, by simpa using (hs _ h).2.2⟩)
    have b2 : 2 * (star (ψ n) * ψ (n - 1)).re ≤ F n + G (n - 1) := by
      rw [hF, hG, sub_add_cancel]
      exact bond_le (fun h => ⟨(hs _ h).1, (hs _ h).2.2⟩)
        (fun h => ⟨(hs _ h).1, by simpa using (hs _ h).2.1⟩)
    have hre : (star (ψ n) * hamiltonian t ψ n).re
        = -t * ((star (ψ n) * ψ (n + 1)).re + (star (ψ n) * ψ (n - 1)).re) := by
      simp only [hamiltonian, Complex.star_def, Complex.mul_re, Complex.mul_im, Complex.add_re,
        Complex.add_im, Complex.neg_re, Complex.neg_im, Complex.ofReal_re, Complex.ofReal_im,
        Complex.conj_re, Complex.conj_im]
      ring
    rw [hre]
    nlinarith [mul_le_mul_of_nonneg_left (add_le_add b1 b2) ht.le]
  have hle := hasSum_le hpt hlow sE.hasSum
  rw [hFG] at hle
  calc _ = -(t / 2) * (2 * cos (π / (L + 1)) * weight ψ
        + 2 * cos (π / (L + 1)) * weight ψ) := by ring
    _ ≤ energy t ψ := hle
```

## (f) The standing wave reaches the bound

Show that

E[φ] = −2t cos θ · W[φ].

Since s(a) = s(a+L+1) = 0, the formula φ = A s also holds at the two sites next to the region (`hbox`). On the region, (a) therefore gives (Hφ)(n) = −2t cos θ · φ(n). Outside it, φ(n)* = 0 removes the term, even where Hφ does not vanish. Multiply by φ(n)* and sum.

```lean
/-- For the standing wave, `⟨φ|H|φ⟩` is `-2t cos(π/(L+1))` times the squared norm. -/
theorem standingWave_energy (t : ℝ) (a : ℤ) (L : ℕ) (A : ℝ) :
    energy t (standingWave a L A)
      = -2 * t * cos (π / (L + 1)) * weight (standingWave a L A) := by
  -- the cut-off is invisible at the two nodes next to the region
  have hbox : ∀ n : ℤ, a ≤ n → n ≤ a + L + 1 →
      standingWave a L A n = ((A * envelope a L n : ℝ) : ℂ) := by
    intro n h1 h2
    unfold standingWave
    split_ifs with h
    · rfl
    · rw [Finset.mem_Icc] at h
      have h0 : envelope a L n = 0 := by
        have hn : n = a ∨ n = a + L + 1 := by omega
        unfold envelope
        rcases hn with hn | hn
        · simp [hn]
        · have e : (n : ℝ) - a = L + 1 := by rw [hn]; push_cast; ring
          have e' : ((L : ℝ) + 1) * (π / (L + 1)) = π := by field_simp
          rw [e, e', sin_pi]
      simp [h0]
  have hz : ∀ (r : ℝ) (z : ℂ), (star z * ((r : ℂ) * z)).re = r * ‖z‖ ^ 2 := by
    intro r z
    simp only [Complex.sq_norm, Complex.normSq_apply, Complex.star_def, Complex.mul_re,
      Complex.mul_im, Complex.conj_re, Complex.conj_im, Complex.ofReal_re, Complex.ofReal_im]
    ring
  rw [energy, weight, ← tsum_mul_left]
  refine tsum_congr (fun n => ?_)
  by_cases h : n ∈ Finset.Icc (a + 1) (a + L)
  · rw [Finset.mem_Icc] at h
    have hH : hamiltonian t (standingWave a L A) n
        = ((-2 * t * cos (π / (L + 1)) : ℝ) : ℂ) * standingWave a L A n := by
      rw [hamiltonian, hbox (n + 1) (by omega) (by omega), hbox (n - 1) (by omega) (by omega),
        hbox n (by omega) (by omega)]
      have hr : -t * (A * envelope a L (n + 1) + A * envelope a L (n - 1))
          = (-2 * t * cos (π / (L + 1))) * (A * envelope a L n) := by
        linear_combination (-t * A) * envelope_rec a L n
      exact_mod_cast hr
    rw [hH, hz]
  · have h0 : standingWave a L A n = 0 := if_neg h
    simp [h0]
```

## (g) Two-sided size of the excess

For t > 0, show that

4t/(L+1)² ≤ −2t cos θ − (−2t) ≤ π²t/(L+1)².

The excess is 2t(1 − cos θ) = 4t sin²(θ/2). Since 0 ≤ θ/2 ≤ π/2, the chord bound sin x ≥ 2x/π gives sin(θ/2) ≥ 1/(L+1), hence the lower estimate. For the upper one, cos θ ≥ 1 − θ²/2 gives an excess of at most tθ².

```lean
/-- For `t > 0`, the excess of `-2t cos(π/(L+1))` over `-2t` lies between `4t/(L+1)²` and
`π²t/(L+1)²`. -/
theorem excess_bounds {t : ℝ} (ht : 0 < t) (L : ℕ) :
    4 * t / ((L : ℝ) + 1) ^ 2 ≤ -2 * t * cos (π / (L + 1)) - (-2 * t) ∧
    -2 * t * cos (π / (L + 1)) - (-2 * t) ≤ π ^ 2 * t / ((L : ℝ) + 1) ^ 2 := by
  have hM : (1 : ℝ) ≤ (L : ℝ) + 1 := by linarith [Nat.cast_nonneg (α := ℝ) L]
  generalize (L : ℝ) + 1 = M at hM ⊢
  have hM0 : 0 < M := by linarith
  constructor
  · -- half-angle formula and the chord bound for the sine
    have hc : cos (π / M) = 1 - 2 * sin (π / M / 2) ^ 2 := by
      have h1 := cos_two_mul (π / M / 2)
      have h2 := sin_sq_add_cos_sq (π / M / 2)
      rw [show 2 * (π / M / 2) = π / M by ring] at h1
      linarith
    have hx : π / M / 2 ≤ π / 2 := by
      have := div_le_self pi_pos.le hM
      linarith
    have hsin := mul_le_sin (show 0 ≤ π / M / 2 by positivity) hx
    have e : 2 / π * (π / M / 2) = 1 / M := by field_simp
    rw [e] at hsin
    have hsq := pow_le_pow_left₀ (show 0 ≤ 1 / M by positivity) hsin 2
    have e2 : 4 * t / M ^ 2 = 4 * t * (1 / M) ^ 2 := by field_simp
    rw [hc, e2]
    nlinarith [mul_le_mul_of_nonneg_left hsq ht.le]
  · have h := one_sub_sq_div_two_le_cos (x := π / M)
    have e : π ^ 2 * t / M ^ 2 = t * (π / M) ^ 2 := by field_simp
    rw [e]
    nlinarith [mul_le_mul_of_nonneg_left h ht.le]
```

## (h) The minimum energy

For t > 0 and L ≥ 1, show that the least energy of a normalized confined orbital is

E_min = −2t cos(π/(L+1)),

with the excess bounded as in (g).

Part (e) with W = 1 gives the lower bound. For attainment, let W₁ > 0 be the squared norm of φ at A = 1. Norms scale as A², so A = 1/√W₁ normalizes φ, and (f) gives its energy. The familiar sum of sin² yields W₁ = (L+1)/2 and A = √(2/(L+1)), though the Lean proof needs only W₁ > 0. `IsLeast` combines membership in the set with the lower bound.

```lean
/-- For `t > 0` and `L ≥ 1`, the minimum energy of a normalized orbital confined to `L`
consecutive sites is `-2t cos(π/(L+1))`, which exceeds `-2t` by at least `4t/(L+1)²` and at most
`π²t/(L+1)²`. -/
theorem confinement_error {t : ℝ} (ht : 0 < t) (a : ℤ) {L : ℕ} (hL : 1 ≤ L) :
    IsLeast (confinedEnergies t a L) (-2 * t * cos (π / (L + 1))) ∧
    4 * t / ((L : ℝ) + 1) ^ 2 ≤ -2 * t * cos (π / (L + 1)) - (-2 * t) ∧
    -2 * t * cos (π / (L + 1)) - (-2 * t) ≤ π ^ 2 * t / ((L : ℝ) + 1) ^ 2 := by
  refine ⟨⟨?_, ?_⟩, excess_bounds ht L⟩
  · have hconf : ∀ A, Confined a L (standingWave a L A) := fun A n hn => if_neg hn
    have hpos : 0 < weight (standingWave a L 1) := by
      have hmem : a + 1 ∈ Finset.Icc (a + 1) (a + L) := by
        rw [Finset.mem_Icc]
        omega
      have hne : standingWave a L 1 (a + 1) ≠ 0 := by
        rw [standingWave, if_pos hmem, one_mul]
        exact Complex.ofReal_ne_zero.mpr (envelope_pos hmem).1.ne'
      exact ((hconf 1).summable (fun n h => by simp [h])).tsum_pos
        (fun n => sq_nonneg _) (a + 1) (pow_pos (norm_pos_iff.mpr hne) 2)
    have hscale : ∀ A, weight (standingWave a L A) = A ^ 2 * weight (standingWave a L 1) := by
      intro A
      rw [weight, weight, ← tsum_mul_left]
      refine tsum_congr (fun n => ?_)
      unfold standingWave
      split_ifs
      · rw [Complex.norm_real, Complex.norm_real, norm_eq_abs, norm_eq_abs, sq_abs, sq_abs]
        ring
      · simp
    -- normalize the standing wave
    have hone : weight (standingWave a L (1 / √(weight (standingWave a L 1)))) = 1 := by
      rw [hscale, div_pow, sq_sqrt hpos.le, one_pow, one_div, inv_mul_cancel₀ hpos.ne']
    exact ⟨_, hconf _, hone, by rw [standingWave_energy, hone, mul_one]⟩
  · rintro E ⟨ψ, hψ, hn, rfl⟩
    have h := confined_energy_ge ht hψ
    rwa [hn, mul_one] at h
```

## (i) The band bottom as an infimum

For t > 0, show that over all normalized orbitals of finite extent

inf E = −2t.

Since cos θ ≤ 1, (e) makes −2t a lower bound. If some b > −2t were also one, choose L so large that π²t/(L+1)² < b + 2t. The minimizer from (h) then has energy below b, a contradiction.

```lean
/-- For `t > 0`, the infimum of the energy over all normalized orbitals of finite extent
is `-2t`. -/
theorem band_bottom {t : ℝ} (ht : 0 < t) :
    IsGLB {E | ∃ (a : ℤ) (L : ℕ), E ∈ confinedEnergies t a L} (-2 * t) := by
  constructor
  · rintro E ⟨a, L, ψ, hψ, hn, rfl⟩
    have h := confined_energy_ge ht hψ
    rw [hn, mul_one] at h
    nlinarith [mul_le_mul_of_nonneg_left (cos_le_one (π / ((L : ℝ) + 1))) ht.le]
  · intro b hb
    by_contra hlt
    have hδ : 0 < b + 2 * t := by linarith [not_le.mp hlt]
    -- a large enough region brings the minimum below b
    obtain ⟨N, hN⟩ := exists_nat_gt (π ^ 2 * t / (b + 2 * t))
    rw [div_lt_iff₀ hδ] at hN
    obtain ⟨hmin, -, hup⟩ := confinement_error ht 0 (L := N + 1) (by omega)
    have hbE := hb ⟨0, N + 1, hmin.1⟩
    have hsmall : π ^ 2 * t / (((N + 1 : ℕ) : ℝ) + 1) ^ 2 < b + 2 * t := by
      rw [div_lt_iff₀ (by positivity)]
      have hN0 : (0 : ℝ) ≤ N := Nat.cast_nonneg N
      have hsq : (N : ℝ) ≤ (((N + 1 : ℕ) : ℝ) + 1) ^ 2 := by
        push_cast
        nlinarith
      nlinarith [mul_le_mul_of_nonneg_left hsq hδ.le]
    linarith
```

## (j) Region size for a given tolerance

Let t > 0, and let a normalized confined orbital have energy at most −2t + ε. Show that

4t ≤ ε(L+1)².

By (e) and (g), ε is at least 4t/(L+1)²; multiply out. For ε > 0 this is the necessary condition L+1 ≥ 2√(t/ε), whose right side grows tenfold when the tolerance is made a hundred times smaller. Conversely, by (g) and (h), a region with L ≥ 1 and L+1 ≥ π√(t/ε) is large enough to hold such an orbital.

```lean
/-- For `t > 0`, a normalized orbital on `L` consecutive sites whose energy is within `ε` of
`-2t` requires `4t ≤ ε (L+1)²`. -/
theorem region_size_for_tolerance {t ε : ℝ} (ht : 0 < t) {a : ℤ} {L : ℕ} {ψ : ℤ → ℂ}
    (hψ : Confined a L ψ) (hn : weight ψ = 1) (hε : energy t ψ ≤ -2 * t + ε) :
    4 * t ≤ ε * ((L : ℝ) + 1) ^ 2 := by
  have h := confined_energy_ge ht hψ
  rw [hn, mul_one] at h
  have hb := (excess_bounds ht L).1
  rw [← div_le_iff₀ (by positivity)]
  linarith

end

end LocalizationRegion
```

```lean
#print axioms LocalizationRegion.confinement_error
#print axioms LocalizationRegion.band_bottom
#print axioms LocalizationRegion.region_size_for_tolerance
```

```
'LocalizationRegion.confinement_error' depends on axioms: [propext, Classical.choice, Quot.sound]
'LocalizationRegion.band_bottom' depends on axioms: [propext, Classical.choice, Quot.sound]
'LocalizationRegion.region_size_for_tolerance' depends on axioms: [propext, Classical.choice, Quot.sound]
```

## The highest confined energy

Replacing ψ(n) by (−1)ⁿψ(n) preserves confinement and norm but reverses the sign of the energy. For t > 0 and L ≥ 1, the maximum energy of a normalized confined orbital is therefore +2t cos(π/(L+1)), a corollary argued here in prose only.
